# For $q>2k_F$, a truncated large-wavevector expansion underestimates the static Lindhard function by less than an explicit bound

Let $x=q/(2k_F)>1$ and $t=1/x$, and write $L=\tfrac12\log\frac{x+1}{x-1}$. Here $k_F$ is the Fermi wavevector. For non-interacting electrons in three dimensions at zero temperature, the static Lindhard function, scaled so that its value at $q=0$ is $1$, is then

$$F(x)=\frac12+\frac{1-x^2}{4x}\log\frac{x+1}{x-1}=\frac12-\frac{(1-t^2)x}{2}\,L .$$

Start with no expansion terms at all, so that the error is $F$ itself. The logarithm has the series $L=t+t^3/3+t^5/5+\cdots$. Splitting off its first term, $L=t+T_1$, gives

$$F=\frac{t^2}{2}-\frac{(1-t^2)x}{2}\,T_1,\qquad 0\le T_1\le\frac{t^3}{3(1-t^2)},$$

where the upper bound on $T_1$ replaces every denominator $3,5,7,\dots$ by $3$. Hence $t^2/3\le F\le t^2/2$.

A second upper bound, sharper than $t^2/2$ when $x>\sqrt3$, comes from peeling off terms, $F=t^2/3+t^4/15+\cdots$. Each term is less than $t^2$ times the one before, and the error left after $M$ terms tends to zero. Comparison with a geometric series gives $F<\dfrac{t^2}{3(1-t^2)}$. The same two steps, a bound on the logarithm and a geometric comparison, work after any number of terms.

## The function, its truncation and the error

```lean
import Mathlib

open Filter Topology

namespace LindhardTruncation

noncomputable section
```

The file loads Mathlib and opens the notation for limits.

```lean
/-- The static Lindhard function at wavevector `q = 2 x k_F`, in the form valid for `x > 1`. -/
def lindhard (x : ℝ) : ℝ :=
  1 / 2 + (1 - x ^ 2) / (4 * x) * Real.log ((x + 1) / (x - 1))
```

This is $F(x)$ for a real number $x$. It describes non-interacting electrons in three dimensions at zero temperature: the static density response is $-F$ times the density of states at the Fermi level. The closed form is taken as the definition; the integral over the Fermi sphere that produces it is not treated.

```lean
/-- The first `N` terms of the large-wavevector expansion in inverse even powers of `x`. -/
def truncation (N : ℕ) (x : ℝ) : ℝ :=
  ∑ m ∈ Finset.Icc 1 N, x⁻¹ ^ (2 * m) / (4 * (m : ℝ) ^ 2 - 1)
```

In ordinary notation,

$$S_N(x)=\sum_{m=1}^{N}\frac{t^{2m}}{4m^2-1}.$$

Lean writes $t$ as `x⁻¹`, and `Finset.Icc 1 N` is the set $\{1,\dots,N\}$, empty for $N=0$. The annotation `(m : ℝ)` turns the natural number $m$ into a real one before the arithmetic.

```lean
/-- The error made when the Lindhard function is replaced by its `N`-term truncation. -/
def truncationError (N : ℕ) (x : ℝ) : ℝ := lindhard x - truncation N x
```

The error is $R_N=F-S_N$.

```lean
/-- The first term left out of the `N`-term truncation. -/
def neglectedTerm (N : ℕ) (x : ℝ) : ℝ :=
  x⁻¹ ^ (2 * N + 2) / ((2 * (N : ℝ) + 1) * (2 * N + 3))
```

The first neglected term is

$$a_N=\frac{t^{2N+2}}{(2N+1)(2N+3)},$$

which is the summand with $m=N+1$, because $4(N+1)^2-1=(2N+1)(2N+3)$.

```lean
/-- The error after `N` terms is the first neglected term plus the error after `N + 1` terms. -/
theorem truncationError_succ (N : ℕ) (x : ℝ) :
    truncationError N x = neglectedTerm N x + truncationError (N + 1) x := by
  have h : 4 * ((N : ℝ) + 1) ^ 2 - 1 = (2 * (N : ℝ) + 1) * (2 * N + 3) := by ring
  have h2 : 2 * (N + 1) = 2 * N + 2 := by ring
  unfold truncationError truncation neglectedTerm
  rw [Finset.sum_Icc_succ_top (by omega), Nat.cast_add, Nat.cast_one, h, h2]
  ring
```

This is the recursion $R_N=a_N+R_{N+1}$. The proof splits the last summand off $S_{N+1}$ and leaves the algebra to `ring`.

## From the logarithm to the truncation error

```lean
/-- For `x > 1`, half the logarithm in the Lindhard function exceeds the partial sums of its series
in odd powers of `1/x` by an amount between zero and a geometric bound. -/
theorem log_remainder_bounds {x : ℝ} (hx : 1 < x) (n : ℕ) :
    0 ≤ 1 / 2 * Real.log ((x + 1) / (x - 1))
        - ∑ k ∈ Finset.range n, x⁻¹ ^ (2 * k + 1) / (2 * (k : ℝ) + 1) ∧
    1 / 2 * Real.log ((x + 1) / (x - 1))
        - ∑ k ∈ Finset.range n, x⁻¹ ^ (2 * k + 1) / (2 * (k : ℝ) + 1)
      ≤ x⁻¹ ^ (2 * n + 1) / ((2 * (n : ℝ) + 1) * (1 - x⁻¹ ^ 2)) := by
  have hx0 : 0 < x := by linarith
  have h0 : 0 < x⁻¹ := inv_pos.mpr hx0
  have h1 : x⁻¹ < 1 := inv_lt_one_of_one_lt₀ hx
  have hxt : x * x⁻¹ = 1 := mul_inv_cancel₀ hx0.ne'
  have hsq : x⁻¹ ^ 2 < 1 := by nlinarith
  have ha : x - 1 ≠ 0 := by linarith
  have hb : 1 - x⁻¹ ≠ 0 := by linarith
  have hc : 1 + x⁻¹ ≠ 0 := by linarith
  have hL : Real.log ((x + 1) / (x - 1)) = Real.log (1 + x⁻¹) - Real.log (1 - x⁻¹) := by
    rw [← Real.log_div hc hb]
    congr 1
    rw [div_eq_div_iff ha hb]
    linear_combination (-2) * hxt
  have hs := Real.hasSum_log_sub_log_of_abs_lt_one (x := x⁻¹) (by rwa [abs_of_pos h0])
  have hs' : HasSum (fun k : ℕ => x⁻¹ ^ (2 * k + 1) / (2 * (k : ℝ) + 1))
      (1 / 2 * Real.log ((x + 1) / (x - 1))) := by
    have hf : (fun k : ℕ => x⁻¹ ^ (2 * k + 1) / (2 * (k : ℝ) + 1))
        = fun k : ℕ => 1 / 2 * (2 * (1 / (2 * (k : ℝ) + 1)) * x⁻¹ ^ (2 * k + 1)) := by
      funext k
      ring
    rw [hL, hf]
    exact hs.mul_left (1 / 2 : ℝ)
  refine ⟨sub_nonneg.mpr (sum_le_hasSum (Finset.range n) (fun k _ => by positivity) hs'), ?_⟩
  -- compare the tail term by term with a geometric series
  have ht := (hasSum_nat_add_iff' n).mpr hs'
  have hg := (hasSum_geometric_of_lt_one (sq_nonneg x⁻¹) hsq).mul_left
    (x⁻¹ ^ (2 * n + 1) / (2 * (n : ℝ) + 1))
  have hle : ∀ k : ℕ, x⁻¹ ^ (2 * (k + n) + 1) / (2 * ((k + n : ℕ) : ℝ) + 1)
      ≤ x⁻¹ ^ (2 * n + 1) / (2 * (n : ℝ) + 1) * (x⁻¹ ^ 2) ^ k := by
    intro k
    have e : x⁻¹ ^ (2 * n + 1) / (2 * (n : ℝ) + 1) * (x⁻¹ ^ 2) ^ k
        = x⁻¹ ^ (2 * (k + n) + 1) / (2 * (n : ℝ) + 1) := by
      rw [← pow_mul, div_mul_eq_mul_div, ← pow_add]
      congr 2
      ring
    rw [e]
    apply div_le_div_of_nonneg_left (by positivity) (by positivity)
    push_cast
    have := Nat.cast_nonneg (α := ℝ) k
    linarith
  refine (hasSum_le hle ht hg).trans (le_of_eq ?_)
  rw [← div_eq_mul_inv, div_div]
```

Define the remainder of the logarithm after $n$ terms by

$$T_n=L-\sum_{k=0}^{n-1}\frac{t^{2k+1}}{2k+1}.$$

The theorem says that for $x>1$

$$0\le T_n\le\frac{t^{2n+1}}{(2n+1)(1-t^2)} .$$

By hand, $\frac{x+1}{x-1}=\frac{1+t}{1-t}$, so $L$ has the odd power series used above. Its terms are positive, which gives the lower bound. For the upper bound, replace each denominator in the tail by the smallest one:

$$T_n=\sum_{k\ge0}\frac{t^{2(k+n)+1}}{2(k+n)+1}\le\frac{t^{2n+1}}{2n+1}\sum_{k\ge0}t^{2k}.$$

In Lean, `HasSum f s` says that the series with terms `f` converges to `s`. Mathlib supplies the logarithmic series, and `hasSum_le` carries the termwise comparison `hle` over to the sums.

```lean
/-- For `x > 1`, the truncation error expressed exactly through the series remainder of half the
logarithm. -/
theorem truncationError_eq {x : ℝ} (hx : 1 < x) (N : ℕ) :
    truncationError N x = x⁻¹ ^ (2 * N + 2) / (2 * (2 * (N : ℝ) + 1))
      - (1 - x⁻¹ ^ 2) * x / 2 * (1 / 2 * Real.log ((x + 1) / (x - 1))
        - ∑ k ∈ Finset.range (N + 1), x⁻¹ ^ (2 * k + 1) / (2 * (k : ℝ) + 1)) := by
  have hx0 : x ≠ 0 := by linarith
  induction N with
  | zero =>
    simp only [truncationError, truncation, lindhard]
    generalize Real.log ((x + 1) / (x - 1)) = L
    simp
    field_simp
    ring
  | succ N ih =>
    have hstep : truncationError (N + 1) x = truncationError N x - neglectedTerm N x := by
      linarith [truncationError_succ N x]
    have e : 2 * ((N : ℝ) + 1) + 1 = 2 * N + 3 := by ring
    have p1 : x⁻¹ ^ (2 * (N + 1) + 1) = x⁻¹ ^ (2 * N + 2) * x⁻¹ := by ring
    have p2 : x⁻¹ ^ (2 * (N + 1) + 2) = x⁻¹ ^ (2 * N + 2) * x⁻¹ ^ 2 := by ring
    rw [hstep, ih, Finset.sum_range_succ _ (N + 1), neglectedTerm, Nat.cast_add, Nat.cast_one,
      e, p1, p2]
    generalize x⁻¹ ^ (2 * N + 2) = Q
    generalize ∑ k ∈ Finset.range (N + 1), x⁻¹ ^ (2 * k + 1) / (2 * (k : ℝ) + 1) = P
    generalize Real.log ((x + 1) / (x - 1)) = L
    field_simp
    ring
```

This is an exact identity for every $N$:

$$R_N=\frac{t^{2N+2}}{2(2N+1)}-\frac{(1-t^2)x}{2}\,T_{N+1}.$$

The case $N=0$ is the opening calculation. For the induction step, put $Q=t^{2N+2}$ and use

$$a_N=\frac{Q}{2(2N+1)}-\frac{Q}{2(2N+3)} .$$

Then

$$R_{N+1}=R_N-a_N=\frac{Q}{2(2N+3)}-\frac{(1-t^2)x}{2}\,T_{N+1}.$$

Substitute $T_{N+1}=T_{N+2}+t^{2N+3}/(2N+3)$. Since $x\,t^{2N+3}=Q$, the extra piece is $-(1-t^2)Q/(2(2N+3))$, and what remains in front is $t^2Q/(2(2N+3))$, as the identity for $N+1$ requires. In the code, `generalize` replaces the power, the sum and the logarithm by single letters, so that `field_simp` and `ring` face only rational algebra.

## A lower bound and a first upper bound

```lean
/-- Above `2 k_F` the truncation error is larger than the first neglected term. -/
theorem neglectedTerm_lt_error {x : ℝ} (hx : 1 < x) (N : ℕ) :
    neglectedTerm N x < truncationError N x := by
  have hx0 : 0 < x := by linarith
  have h0 : 0 < x⁻¹ := inv_pos.mpr hx0
  have h1 : x⁻¹ < 1 := inv_lt_one_of_one_lt₀ hx
  have hd : 0 < 1 - x⁻¹ ^ 2 := by nlinarith
  have key : ∀ M : ℕ, neglectedTerm M x ≤ truncationError M x := by
    intro M
    have hT := mul_le_mul_of_nonneg_left (log_remainder_bounds hx (M + 1)).2
      (show 0 ≤ (1 - x⁻¹ ^ 2) * x / 2 by positivity)
    have e : (1 - x⁻¹ ^ 2) * x / 2 * (x⁻¹ ^ (2 * (M + 1) + 1) /
        ((2 * ((M + 1 : ℕ) : ℝ) + 1) * (1 - x⁻¹ ^ 2)))
        = x⁻¹ ^ (2 * M + 2) / (2 * (2 * (M : ℝ) + 3)) := by
      have aux : ∀ t d Q c : ℝ, x * t = 1 → d ≠ 0 → c ≠ 0 →
          d * x / 2 * (Q * t / (c * d)) = Q / (2 * c) := by
        intro t d Q c h hd hc
        have : d * x / 2 * (Q * t / (c * d)) = (x * t) * (Q / (2 * c)) := by field_simp
        rw [this, h, one_mul]
      have p : x⁻¹ ^ (2 * (M + 1) + 1) = x⁻¹ ^ (2 * M + 2) * x⁻¹ := by ring
      have c : 2 * ((M + 1 : ℕ) : ℝ) + 1 = 2 * M + 3 := by push_cast; ring
      rw [p, c]
      exact aux _ _ _ _ (mul_inv_cancel₀ hx0.ne') hd.ne' (by positivity)
    have s : neglectedTerm M x = x⁻¹ ^ (2 * M + 2) / (2 * (2 * (M : ℝ) + 1))
        - x⁻¹ ^ (2 * M + 2) / (2 * (2 * (M : ℝ) + 3)) := by
      unfold neglectedTerm
      generalize x⁻¹ ^ (2 * M + 2) = Q
      field_simp
      ring
    rw [e] at hT
    rw [truncationError_eq hx M, s]
    linarith
  have hpos : 0 < neglectedTerm (N + 1) x := by unfold neglectedTerm; positivity
  linarith [key (N + 1), truncationError_succ N x]
```

The statement is $a_N<R_N$. Inserting the upper bound on $T_{M+1}$ into the identity gives

$$R_M\ge\frac{t^{2M+2}}{2(2M+1)}-\frac{t^{2M+2}}{2(2M+3)}=a_M .$$

This is `key`, valid for every $M$. One use of the recursion makes the inequality strict: $R_N=a_N+R_{N+1}\ge a_N+a_{N+1}>a_N$.

```lean
/-- An upper bound on the truncation error whose prefactor does not depend on the wavevector. -/
theorem error_le_uniform {x : ℝ} (hx : 1 < x) (N : ℕ) :
    truncationError N x ≤ x⁻¹ ^ (2 * N + 2) / (2 * (2 * (N : ℝ) + 1)) := by
  have h0 : 0 < x⁻¹ := inv_pos.mpr (by linarith)
  have h1 : x⁻¹ < 1 := inv_lt_one_of_one_lt₀ hx
  have hd : 0 ≤ (1 - x⁻¹ ^ 2) * x / 2 :=
    div_nonneg (mul_nonneg (by nlinarith) (by linarith)) (by norm_num)
  rw [truncationError_eq hx N]
  linarith [mul_nonneg hd (log_remainder_bounds hx (N + 1)).1]
```

Inserting $T_{N+1}\ge0$ instead gives

$$R_N\le\frac{t^{2N+2}}{2(2N+1)} .$$

This bound stays finite as $x\to1$. Together with $R_N>a_N>0$, it forces $R_N\to0$ as $N$ grows at fixed $x$.

## The slack that decreases but never reaches zero

```lean
/-- Certified truncation: above `2 k_F` the `N`-term expansion underestimates the Lindhard
function, by less than the first neglected term divided by `1 - x⁻²`. -/
theorem lindhard_truncation_bound {x : ℝ} (hx : 1 < x) (N : ℕ) :
    0 < lindhard x - truncation N x ∧
    lindhard x - truncation N x <
      x⁻¹ ^ (2 * N + 2) / ((2 * (N : ℝ) + 1) * (2 * N + 3) * (1 - x⁻¹ ^ 2)) := by
  have h0 : 0 < x⁻¹ := inv_pos.mpr (by linarith)
  have h1 : x⁻¹ < 1 := inv_lt_one_of_one_lt₀ hx
  have hsq : x⁻¹ ^ 2 < 1 := by nlinarith
  have hd : 0 < 1 - x⁻¹ ^ 2 := by linarith
  have hpos : ∀ M : ℕ, 0 < neglectedTerm M x := fun M => by unfold neglectedTerm; positivity
  have hR : ∀ M : ℕ, 0 < truncationError M x := fun M =>
    (hpos M).trans (neglectedTerm_lt_error hx M)
  -- successive terms shrink faster than the geometric ratio
  have hratio : ∀ M : ℕ, neglectedTerm (M + 1) x < x⁻¹ ^ 2 * neglectedTerm M x := by
    intro M
    have p : x⁻¹ ^ (2 * (M + 1) + 2) = x⁻¹ ^ 2 * x⁻¹ ^ (2 * M + 2) := by ring
    unfold neglectedTerm
    rw [p, ← mul_div_assoc]
    apply div_lt_div_of_pos_left (by positivity) (by positivity)
    push_cast
    nlinarith [Nat.cast_nonneg (α := ℝ) M]
  -- the slack in the claimed bound decreases with the number of terms
  let D : ℕ → ℝ := fun M => neglectedTerm M x - (1 - x⁻¹ ^ 2) * truncationError M x
  have hstep : ∀ M, D (M + 1) < D M := by
    intro M
    change neglectedTerm (M + 1) x - (1 - x⁻¹ ^ 2) * truncationError (M + 1) x
      < neglectedTerm M x - (1 - x⁻¹ ^ 2) * truncationError M x
    rw [truncationError_succ M x]
    linarith [hratio M]
  have hanti : Antitone D := antitone_nat_of_succ_le fun M => (hstep M).le
  have hlim := (tendsto_pow_atTop_nhds_zero_of_lt_one (sq_nonneg x⁻¹) hsq).neg
  rw [neg_zero] at hlim
  -- and it cannot become negative, since the error itself dies out
  have hD : ∀ M, 0 ≤ D M := by
    intro M
    refine le_of_tendsto' hlim fun k => ?_
    refine le_trans ?_ (hanti (Nat.le_add_right M k))
    change -(x⁻¹ ^ 2) ^ k ≤ neglectedTerm (M + k) x
      - (1 - x⁻¹ ^ 2) * truncationError (M + k) x
    have b1 := error_le_uniform hx (M + k)
    have b2 : x⁻¹ ^ (2 * (M + k) + 2) / (2 * (2 * ((M + k : ℕ) : ℝ) + 1))
        ≤ x⁻¹ ^ (2 * (M + k) + 2) :=
      div_le_self (by positivity) (by linarith [Nat.cast_nonneg (α := ℝ) (M + k)])
    have b3 : x⁻¹ ^ (2 * (M + k) + 2) ≤ (x⁻¹ ^ 2) ^ k := by
      rw [← pow_mul]
      exact pow_le_pow_of_le_one h0.le h1.le (by omega)
    have b4 := mul_nonneg (sq_nonneg x⁻¹) (hR (M + k)).le
    linarith [hpos (M + k)]
  refine ⟨hR N, ?_⟩
  have hN : 0 < neglectedTerm N x - (1 - x⁻¹ ^ 2) * truncationError N x :=
    (hD (N + 1)).trans_lt (hstep N)
  rw [← div_div, lt_div_iff₀ hd]
  change truncationError N x * (1 - x⁻¹ ^ 2) < neglectedTerm N x
  linarith
```

The main theorem states that for every real $x>1$ and every natural $N$, including $N=0$,

$$0<F(x)-S_N(x)<\frac{x^{-2N-2}}{(2N+1)(2N+3)(1-x^{-2})}.$$

The hypothesis `hx : 1 < x` places $q$ strictly above $2k_F$. The symbol `∧` joins the two inequalities.

Positivity follows from $R_N>a_N>0$. For the upper bound, consider the slack

$$D_M=a_M-(1-t^2)R_M .$$

By the recursion,

$$D_{M+1}-D_M=a_{M+1}-t^2a_M<0,$$

since $a_{M+1}$ carries one more factor $t^2$ and a larger denominator; this is `hratio`. The slack therefore decreases strictly. It also has a floor: for every $k$,

$$D_M\ge D_{M+k}\ge-R_{M+k}\ge-t^{2k}.$$

Letting $k\to\infty$ gives $D_M\ge0$ for all $M$. Then $D_N>D_{N+1}\ge0$, and dividing $(1-t^2)R_N<a_N$ by $1-t^2>0$ proves the claim.

The passage to the limit rests on `le_of_tendsto'`. It takes a convergent sequence whose every member is at most a fixed number $b$, and concludes that the limit is at most $b$. Here the sequence is $-t^{2k}$, its limit is $0$, and $b$ is $D_M$. The goal `0 ≤ D M` thus becomes an inequality for a single arbitrary `k`, which `fun k => ?_` leaves to be proved. Only the simple sequence $-t^{2k}$ needs a limit; the convergence of $D_M$ is never required. The prime in the name marks the version in which the inequality holds for every index, and not merely eventually.

## Two terms from $4k_F$ upwards

```lean
/-- For wavevectors of at least `4 k_F`, the two-term formula `1/(3x²) + 1/(15x⁴)` lies below
the Lindhard function by less than `1/1680`. -/
theorem two_term_accuracy {x : ℝ} (hx : 2 ≤ x) :
    0 < lindhard x - (1 / (3 * x ^ 2) + 1 / (15 * x ^ 4)) ∧
    lindhard x - (1 / (3 * x ^ 2) + 1 / (15 * x ^ 4)) < 1 / 1680 := by
  have h0 : 0 < x⁻¹ := inv_pos.mpr (by linarith)
  have ht : x⁻¹ ≤ 2⁻¹ := inv_anti₀ (by norm_num) hx
  have h2 : x⁻¹ ^ 2 ≤ 1 / 4 := (pow_le_pow_left₀ h0.le ht 2).trans (by norm_num)
  have h6 : x⁻¹ ^ (2 * 2 + 2) ≤ 1 / 64 := (pow_le_pow_left₀ h0.le ht _).trans (by norm_num)
  have e : truncation 2 x = 1 / (3 * x ^ 2) + 1 / (15 * x ^ 4) := by
    unfold truncation
    rw [show Finset.Icc 1 2 = ({1, 2} : Finset ℕ) from rfl, Finset.sum_pair (by norm_num)]
    push_cast
    ring
  have h := lindhard_truncation_bound (show 1 < x by linarith) 2
  rw [e] at h
  refine ⟨h.1, h.2.trans_le ?_⟩
  rw [div_le_iff₀ (by push_cast; linarith)]
  push_cast
  linarith

end

end LindhardTruncation
```

For $x\ge2$, that is $q\ge4k_F$, the formula $\frac1{3x^2}+\frac1{15x^4}$ lies below $F$ by less than $1/1680$. This is the main theorem at $N=2$, with $t^2\le1/4$ and $t^6\le1/64$:

$$\frac{t^6}{5\cdot7\,(1-t^2)}\le\frac{1/64}{35\cdot3/4}=\frac1{1680}\approx5.95\times10^{-4}.$$

At $x=2$ the actual difference is about $5.2\times10^{-4}$.

```lean
#print axioms LindhardTruncation.lindhard_truncation_bound
-- 'LindhardTruncation.lindhard_truncation_bound' depends on axioms: [propext, Classical.choice, Quot.sound]
#print axioms LindhardTruncation.two_term_accuracy
-- 'LindhardTruncation.two_term_accuracy' depends on axioms: [propext, Classical.choice, Quot.sound]
```

## Evaluating the response at large $q$

A program that needs the static random-phase dielectric function of the uniform electron gas evaluates this non-interacting response over a range of $q$. At large $x$ the closed form subtracts two numbers close to $1/2$ to obtain a result near $1/(3x^2)$. If the quotient $(x+1)/(x-1)$ is rounded with relative error $\varepsilon$, the prefactor amplifies that error, and the relative error of $F$ can reach the order of $\varepsilon\,x^3$. The truncated sum avoids the cancellation:

```python
def lindhard_large_x(x, N):
    u = 1.0 / (x * x)
    s = 0.0
    for m in range(N, 0, -1):
        s = u * (1.0 / (4 * m * m - 1) + s)
    return s
```

The bound decreases with $x$, so checking it at the switching point covers all larger wavevectors. Switching at $x=10$ with $N=8$, for example, gives a truncation error below $10^{-18}/(17\cdot19\cdot0.99)\approx3.13\times10^{-21}$. Since $F(10)>1/300$, the relative truncation error is below $10^{-18}$, far less than the rounding error of double precision. These figures refer to exact arithmetic; floating-point rounding in the sum comes on top.
